# Two-state second-harmonic dispersion: at least $1+5(w/E)^2$ times the static value below the two-photon resonance

## Frequencies, dipoles and the dispersion sum

In second-harmonic generation, a molecule driven at photon energy $w$ responds at $2w$, and the first hyperpolarizability $\beta(w)$ measures the strength of this response. Experiments give $\beta$ at a finite laser frequency, whereas many calculations give the static value $\beta(0)$. The question is how far the two differ when one excited state dominates.

Let $E$ be the excitation energy of that state, $\mu$ its transition dipole from the ground state, and $\Delta\mu$ the excited-state dipole minus the ground-state dipole, both taken along one molecular axis. With $\hbar=1$, $w$ is also the angular frequency, usually written $\omega$. The two-state model is

$$
\beta(w)=\mu^2\Delta\mu\,S(E,w),
$$

$$
S(E,w)=\frac{1}{(E-2w)(E-w)}+\frac{1}{(E+w)(E-w)}+\frac{1}{(E+2w)(E+w)}.
$$

A numerical prefactor that depends on the convention for $\beta$ is left out; it cancels in every ratio of $\beta(w)$ to $\beta(0)$.

## Closed form and enhancement

The common denominator of the three terms is

$$
(E-2w)(E+2w)(E-w)(E+w)=(E^2-4w^2)(E^2-w^2).
$$

Over it, the numerators add up to

$$
(E^2+3Ew+2w^2)+(E^2-4w^2)+(E^2-3Ew+2w^2)=3E^2,
$$

so that

$$
S(E,w)=\frac{3E^2}{(E^2-4w^2)(E^2-w^2)}.
$$

This holds wherever neither factor in the denominator vanishes, above the resonances as well as below them.

Now let $0\le 2w<E$, so the photon energy lies below the two-photon resonance. Then $E>0$ and both factors are positive. The static value is $S(E,0)=3/E^2$, and with $x=w/E$ the enhancement is

$$
R=\frac{S(E,w)}{S(E,0)}=\frac{E^4}{(E^2-4w^2)(E^2-w^2)}=\frac{1}{(1-4x^2)(1-x^2)}.
$$

## The quadratic lower bound and its coefficient

Since the denominator of $R$ is positive, $R\ge 1+5x^2$ is equivalent to $1\ge(1+5x^2)(1-4x^2)(1-x^2)$. Expanding the right side gives

$$
1-(1+5x^2)(1-5x^2+4x^4)=21x^4-20x^6=x^4(21-20x^2),
$$

which is nonnegative because $0\le x<1/2$. At $w=0$ the bound is an equality.

For $x>0$,

$$
\frac{R-1}{x^2}=\frac{5-4x^2}{(1-4x^2)(1-x^2)}\longrightarrow 5\qquad (x\to0^+),
$$

so a coefficient larger than 5 would fail at low frequency. Close to the two-photon resonance the bound is no estimate of $R$: it stays below $9/4$, while $R$ grows without limit as $x\to1/2$.

## Static β from finite-frequency data

As $w$ rises towards $E/2$, both $E^2-4w^2$ and $E^2-w^2$ shrink while staying positive. Hence $S$ grows strictly, starting from the positive value $3/E^2$. Multiplying by $\mu^2|\Delta\mu|>0$ gives $|\beta(w)|>|\beta(0)|$ for $0<2w<E$. The absolute values are needed because $\Delta\mu$, and with it $\beta$, may be negative.

Solving the formula for $R$ for the static value gives the correction

$$
\beta(0)=\beta(w)\left(1-\frac{4w^2}{E^2}\right)\left(1-\frac{w^2}{E^2}\right).
$$

Within this undamped two-state model, the correction turns a finite-frequency measurement into a static value. Comparing that value with a static electronic-structure calculation also requires the same convention for $\beta$ on both sides.

## What the Lean statements say

`shgDispersion E w` is $S(E,w)$, `twoStateBeta μ Δμ E w` is $\beta(w)$ without the convention factor, and `shgEnhancement E w` is $R$. All arguments are real numbers.

The closed form `shgDispersion_eq` assumes only that $E^2-4w^2$ and $E^2-w^2$ are nonzero. The enhancement formula, the lower bound and the correction assume `0 ≤ w` and `2 * w < E`. The comparison of magnitudes, `static_beta_overestimated`, also needs `0 < w` and nonzero `μ` and `Δμ`. Its name refers to using $\beta(w)$ as an estimate of $\beta(0)$.

The sum over resonance denominators is taken as a definition and is not derived from perturbation theory. Real energies mean that the excited state has no linewidth, an idealisation that fails close to resonance. The step left to physical judgement is that a given molecule's $\beta$ is well described by this single-state expression, without appreciable contributions from further states, vibrations or the solvent.

## The Lean file

```lean
import Mathlib

open Filter Topology

namespace SecondHarmonicDispersion

noncomputable section

/-- The two-state dispersion sum for second-harmonic generation, with excitation energy `E`
and photon energy `w`; its domain is `E ≠ ±w`, `E ≠ ±2w`. -/
def shgDispersion (E w : ℝ) : ℝ :=
  1 / ((E - 2 * w) * (E - w)) + 1 / ((E + w) * (E - w)) + 1 / ((E + 2 * w) * (E + w))

/-- The two-state hyperpolarizability, up to a numerical convention factor, with transition
dipole `μ` and dipole difference `Δμ`; its domain is that of the dispersion sum. -/
def twoStateBeta (μ Δμ E w : ℝ) : ℝ := μ ^ 2 * Δμ * shgDispersion E w

/-- The dispersion sum at photon energy `w` relative to its static value; its domain is
`E ≠ 0`, `E ≠ ±w`, `E ≠ ±2w`. -/
def shgEnhancement (E w : ℝ) : ℝ := shgDispersion E w / shgDispersion E 0

/-- Below the two-photon resonance the excitation energy and both resonance factors
are positive. -/
theorem resonance_factors_pos {E w : ℝ} (hw : 0 ≤ w) (h : 2 * w < E) :
    0 < E ∧ 0 < E ^ 2 - 4 * w ^ 2 ∧ 0 < E ^ 2 - w ^ 2 := by
  refine ⟨by linarith, ?_, ?_⟩
  · have := mul_pos (show 0 < E - 2 * w by linarith) (show 0 < E + 2 * w by linarith)
    nlinarith
  · have := mul_pos (show 0 < E - w by linarith) (show 0 < E + w by linarith)
    nlinarith

/-- Away from the one- and two-photon resonances, the three terms combine into
`3E² / ((E² - 4w²)(E² - w²))`. -/
theorem shgDispersion_eq {E w : ℝ} (h2 : E ^ 2 - 4 * w ^ 2 ≠ 0) (h1 : E ^ 2 - w ^ 2 ≠ 0) :
    shgDispersion E w = 3 * E ^ 2 / ((E ^ 2 - 4 * w ^ 2) * (E ^ 2 - w ^ 2)) := by
  -- no single linear factor vanishes
  have a : E - 2 * w ≠ 0 := fun h => h2 (by linear_combination (E + 2 * w) * h)
  have b : E + 2 * w ≠ 0 := fun h => h2 (by linear_combination (E - 2 * w) * h)
  have c : E - w ≠ 0 := fun h => h1 (by linear_combination (E + w) * h)
  have d : E + w ≠ 0 := fun h => h1 (by linear_combination (E - w) * h)
  have e2 : E ^ 2 - 4 * w ^ 2 = (E - 2 * w) * (E + 2 * w) := by ring
  have e1 : E ^ 2 - w ^ 2 = (E - w) * (E + w) := by ring
  rw [e2, e1]
  unfold shgDispersion
  field_simp
  ring

/-- For nonzero excitation energy, the static dispersion sum times `E²` is three. -/
theorem shgDispersion_static {E : ℝ} (hE : E ≠ 0) : E ^ 2 * shgDispersion E 0 = 3 := by
  have h : E ^ 2 * (1 / (E * E)) = 1 := by field_simp
  simp only [shgDispersion, mul_zero, sub_zero, add_zero]
  linear_combination 3 * h

/-- Below the two-photon resonance, the enhancement over the static value is
`E⁴ / ((E² - 4w²)(E² - w²))`. -/
theorem shgEnhancement_eq {E w : ℝ} (hw : 0 ≤ w) (h : 2 * w < E) :
    shgEnhancement E w = E ^ 4 / ((E ^ 2 - 4 * w ^ 2) * (E ^ 2 - w ^ 2)) := by
  obtain ⟨hE, hA, hB⟩ := resonance_factors_pos hw h
  have hD := (mul_pos hA hB).ne'
  have s : shgDispersion E 0 = 3 / E ^ 2 :=
    (eq_div_iff (pow_ne_zero 2 hE.ne')).2 (by linear_combination shgDispersion_static hE.ne')
  rw [shgEnhancement, s, shgDispersion_eq hA.ne' hB.ne', div_div_div_eq,
    div_eq_div_iff (mul_ne_zero hD three_ne_zero) hD]
  ring

/-- Below the two-photon resonance, the dispersion sum is at least `1 + 5(w/E)²` times its static
value. -/
theorem shgEnhancement_lower_bound {E w : ℝ} (hw : 0 ≤ w) (h : 2 * w < E) :
    1 + 5 * (w / E) ^ 2 ≤ shgEnhancement E w := by
  obtain ⟨hE, hA, hB⟩ := resonance_factors_pos hw h
  rw [shgEnhancement_eq hw h, le_div_iff₀ (mul_pos hA hB)]
  -- pass to the reduced frequency x = w / E
  have hx0 : 0 ≤ w / E := div_nonneg hw hE.le
  have hx1 : w / E < 1 / 2 := by
    rw [div_lt_iff₀ hE]
    linarith
  have hwx : w = w / E * E := (div_mul_cancel₀ w hE.ne').symm
  generalize w / E = x at hx0 hx1 hwx ⊢
  have hx2 : x ^ 2 ≤ 1 := by nlinarith
  have key : 0 ≤ x ^ 4 * (21 - 20 * x ^ 2) * E ^ 4 :=
    mul_nonneg (mul_nonneg (by positivity) (by linarith)) (by positivity)
  rw [hwx]
  nlinarith [key]

/-- For positive excitation energy, the relative excess over the static value, divided by
`(w/E)²`, tends to five as the photon energy tends to zero from above. -/
theorem shgEnhancement_coefficient_sharp {E : ℝ} (hE : 0 < E) :
    Tendsto (fun w => (shgEnhancement E w - 1) / (w / E) ^ 2) (𝓝[>] 0) (𝓝 5) := by
  have hc : ContinuousAt (fun w : ℝ => E ^ 2 * (5 * E ^ 2 - 4 * w ^ 2) /
      ((E ^ 2 - 4 * w ^ 2) * (E ^ 2 - w ^ 2))) 0 := by
    apply ContinuousAt.div (by fun_prop) (by fun_prop)
    simp [hE.ne']
  have hv : E ^ 2 * (5 * E ^ 2 - 4 * (0 : ℝ) ^ 2) /
      ((E ^ 2 - 4 * (0 : ℝ) ^ 2) * (E ^ 2 - (0 : ℝ) ^ 2)) = 5 := by
    rw [div_eq_iff (by simp [hE.ne'])]
    ring
  have ht := hc.tendsto.mono_left (nhdsWithin_le_nhds (s := Set.Ioi 0))
  simp only [hv] at ht
  -- near zero the quotient agrees with this continuous function
  refine ht.congr' ?_
  filter_upwards [Ioo_mem_nhdsGT (half_pos hE)] with w hw
  have h2 : 2 * w < E := by linarith [hw.2]
  obtain ⟨_, hA, hB⟩ := resonance_factors_pos hw.1.le h2
  have hD := (mul_pos hA hB).ne'
  rw [shgEnhancement_eq hw.1.le h2, div_pow, div_sub_one hD, div_div_div_eq,
    div_eq_div_iff hD (mul_ne_zero hD (pow_ne_zero 2 hw.1.ne'))]
  ring

/-- Between zero frequency and the two-photon resonance, the dispersion sum grows strictly
with photon energy. -/
theorem shgDispersion_lt {E w₁ w₂ : ℝ} (h0 : 0 ≤ w₁) (h : w₁ < w₂) (h2 : 2 * w₂ < E) :
    shgDispersion E w₁ < shgDispersion E w₂ := by
  obtain ⟨hE, hA₁, hB₁⟩ := resonance_factors_pos h0 (show 2 * w₁ < E by linarith)
  obtain ⟨_, hA₂, hB₂⟩ := resonance_factors_pos (h0.trans h.le) h2
  have hsq : w₁ ^ 2 < w₂ ^ 2 := by nlinarith
  rw [shgDispersion_eq hA₁.ne' hB₁.ne', shgDispersion_eq hA₂.ne' hB₂.ne']
  -- both resonance factors shrink as the frequency rises
  exact div_lt_div_of_pos_left (by positivity) (mul_pos hA₂ hB₂)
    (mul_lt_mul'' (by linarith) (by linarith) hA₂.le hB₂.le)

/-- For nonzero transition dipole and dipole difference, the magnitude of the two-state
hyperpolarizability at `0 < 2w < E` is strictly larger than its static magnitude. -/
theorem static_beta_overestimated {μ Δμ E w : ℝ} (hμ : μ ≠ 0) (hΔ : Δμ ≠ 0)
    (hw : 0 < w) (h : 2 * w < E) :
    |twoStateBeta μ Δμ E 0| < |twoStateBeta μ Δμ E w| := by
  have hE : E ≠ 0 := (resonance_factors_pos hw.le h).1.ne'
  have hs := shgDispersion_static hE
  have h0 : 0 < shgDispersion E 0 := by
    by_contra hn
    nlinarith [mul_nonneg (sq_nonneg E) (neg_nonneg.2 (not_lt.1 hn))]
  have hlt := shgDispersion_lt le_rfl hw h
  have hp : 0 < |μ ^ 2 * Δμ| := abs_pos.2 (mul_ne_zero (pow_ne_zero 2 hμ) hΔ)
  rw [twoStateBeta, twoStateBeta, abs_mul (μ ^ 2 * Δμ) (shgDispersion E 0),
    abs_mul (μ ^ 2 * Δμ) (shgDispersion E w), abs_of_pos h0, abs_of_pos (h0.trans hlt)]
  exact mul_lt_mul_of_pos_left hlt hp

/-- Below the two-photon resonance, the static two-state hyperpolarizability is the value at
photon energy `w` multiplied by `(1 - 4(w/E)²)(1 - (w/E)²)`. -/
theorem static_beta_from_finite_frequency (μ Δμ : ℝ) {E w : ℝ} (hw : 0 ≤ w) (h : 2 * w < E) :
    twoStateBeta μ Δμ E 0 =
      twoStateBeta μ Δμ E w * ((1 - 4 * (w / E) ^ 2) * (1 - (w / E) ^ 2)) := by
  obtain ⟨hE, hA, hB⟩ := resonance_factors_pos hw h
  have hE' := hE.ne'
  have s : shgDispersion E 0 = 3 / E ^ 2 :=
    (eq_div_iff (pow_ne_zero 2 hE')).2 (by linear_combination shgDispersion_static hE')
  have a : 1 - 4 * (w / E) ^ 2 = (E ^ 2 - 4 * w ^ 2) / E ^ 2 := by field_simp
  have b : 1 - (w / E) ^ 2 = (E ^ 2 - w ^ 2) / E ^ 2 := by field_simp
  rw [twoStateBeta, twoStateBeta, s, shgDispersion_eq hA.ne' hB.ne', a, b]
  -- the resonance factors cancel
  have hA' := hA.ne'
  have hB' := hB.ne'
  generalize E ^ 2 - 4 * w ^ 2 = A at hA' ⊢
  generalize E ^ 2 - w ^ 2 = B at hB' ⊢
  field_simp

end

end SecondHarmonicDispersion
```

```lean
#print axioms SecondHarmonicDispersion.shgEnhancement_lower_bound
-- 'SecondHarmonicDispersion.shgEnhancement_lower_bound' depends on axioms: [propext, Classical.choice, Quot.sound]
#print axioms SecondHarmonicDispersion.shgEnhancement_coefficient_sharp
-- 'SecondHarmonicDispersion.shgEnhancement_coefficient_sharp' depends on axioms: [propext, Classical.choice, Quot.sound]
#print axioms SecondHarmonicDispersion.static_beta_overestimated
-- 'SecondHarmonicDispersion.static_beta_overestimated' depends on axioms: [propext, Classical.choice, Quot.sound]
#print axioms SecondHarmonicDispersion.static_beta_from_finite_frequency
-- 'SecondHarmonicDispersion.static_beta_from_finite_frequency' depends on axioms: [propext, Classical.choice, Quot.sound]
```

## From the algebra to the Lean proofs

`resonance_factors_pos` obtains the two positive quadratic factors as products of positive linear ones. The later results below resonance rely on it.

In `shgDispersion_eq`, the facts `a` to `d` show that no linear factor vanishes, since otherwise a quadratic factor would vanish too. Then `field_simp` clears the denominators and `ring` checks the addition of numerators. `shgDispersion_static` records the static value as $E^2S(E,0)=3$, and `shgEnhancement_eq` divides the closed form by $3/E^2$.

For the lower bound, `le_div_iff₀` multiplies through by the positive denominator, and $w$ is replaced by $xE$. The fact `key` is the remainder $x^4(21-20x^2)$ times $E^4$, from which `nlinarith` concludes.

`shgEnhancement_coefficient_sharp` writes the simplified quotient as a function of $w$ that is continuous at zero, with value 5 there. On $0<w<E/2$ it agrees with the original quotient, so `congr'` transfers the limit.

`shgDispersion_lt` compares two fractions with the same numerator $3E^2$, the one at higher frequency having the smaller denominator. `static_beta_overestimated` applies this with the lower frequency set to zero: it splits each absolute value into the dipole factor and the positive dispersion sum, then multiplies the strict inequality by $|\mu^2\Delta\mu|$.

Finally, `static_beta_from_finite_frequency` writes the correction factors as $(E^2-4w^2)/E^2$ and $(E^2-w^2)/E^2$. They cancel the denominator of the closed form and leave the static value.
